# The exchange-symmetric Pekeris basis of order $w$ has $\frac12\left[\binom{w+3}{3}+\lfloor (w+2)^2/4\rfloor\right]$ labels

Without an independent count of the basis, a faulty loop over basis labels can go unnoticed. If it drops a few labels, the variational energy is still an upper bound and looks plausible. If it keeps both members of an exchanged pair, the same symmetrised function enters twice and the overlap matrix becomes singular. The count below gives the matrix dimension for a two-electron S state expanded in Laguerre products up to a fixed total order, with a spatial part symmetric under exchange.

## Labels and coefficient arrays

Let $r_1,r_2$ be the electron–nucleus distances and $r_{12}$ the electron–electron distance. The perimetric coordinates are
$$x=r_1+r_2-r_{12},\qquad y=r_{12}+r_1-r_2,\qquad z=r_{12}+r_2-r_1 .$$
A basis function $\phi_{lmn}$ is a product of Laguerre functions of degrees $l,m,n$ in $x,y,z$, with the same length scale for $y$ and $z$. Exchanging the electrons fixes $x$ and swaps $y$ with $z$, so it turns $\phi_{lmn}$ into $\phi_{lnm}$. In a symmetric spatial part, $\phi_{lmn}$ and $\phi_{lnm}$ with $m\ne n$ enter only through their sum $\phi_{lmn}+\phi_{lnm}$. One label from each exchanged pair is therefore enough, and the convention here is $m\le n$. The order $w$ bounds the sum $l+m+n$, and all indices start at zero.

```lean
import Mathlib

open Finset

namespace PekerisBasis

noncomputable section
```

The labels with $l=0$ are needed separately. They are pairs $(m,n)$, and their number is written $q(w)$.

```lean
/-- Index pairs `m ≤ n` with `m + n ≤ w`: the exchange-symmetric labels with `l = 0`. -/
def pairBasis (w : ℕ) : Finset (ℕ × ℕ) :=
  (range (w + 1) ×ˢ range (w + 1)).filter (fun p => p.1 ≤ p.2 ∧ p.1 + p.2 ≤ w)
```

The full set of symmetric labels has $S(w)$ elements. In Lean a triple is a nested pair, so for a label `t` the indices $l,m,n$ are `t.1`, `t.2.1` and `t.2.2`.

```lean
/-- Labels `(l, m, n)` of the exchange-symmetric perimetric Laguerre basis of order `w`:
`m ≤ n` and `l + m + n ≤ w`. -/
def symmetricBasis (w : ℕ) : Finset (ℕ × ℕ × ℕ) :=
  (range (w + 1) ×ˢ range (w + 1) ×ˢ range (w + 1)).filter
    (fun t => t.2.1 ≤ t.2.2 ∧ t.1 + t.2.1 + t.2.2 ≤ w)
```

For a spatial part that changes sign under exchange, labels with $m=n$ drop out. The remaining ones have $m<n$, and their number is $A(w)$.

```lean
/-- Labels `(l, m, n)` of the exchange-antisymmetric basis of order `w`:
`m < n` and `l + m + n ≤ w`. -/
def antisymmetricBasis (w : ℕ) : Finset (ℕ × ℕ × ℕ) :=
  (range (w + 1) ×ˢ range (w + 1) ×ˢ range (w + 1)).filter
    (fun t => t.2.1 < t.2.2 ∧ t.1 + t.2.1 + t.2.2 ≤ w)
```

A wave function $\psi=\sum c_{lmn}\phi_{lmn}$ is represented by its complex coefficients. `symmetricCoeffs w` is the space of arrays with $c_{lnm}=c_{lmn}$ that vanish for $l+m+n>w$.

```lean
/-- Coefficient arrays of Laguerre products up to total order `w` that are unchanged
when the two electrons, and with them the indices `m` and `n`, are exchanged. -/
def symmetricCoeffs (w : ℕ) : Submodule ℂ (ℕ × ℕ × ℕ → ℂ) where
  carrier := {c | (∀ l m n, c (l, n, m) = c (l, m, n)) ∧
    ∀ l m n, w < l + m + n → c (l, m, n) = 0}
  add_mem' := by
    rintro a b ⟨ha, ha'⟩ ⟨hb, hb'⟩
    exact And.intro (fun l m n => by simp only [Pi.add_apply, ha l m n, hb l m n])
      (fun l m n h => by simp only [Pi.add_apply, ha' l m n h, hb' l m n h, add_zero])
  zero_mem' := And.intro (fun _ _ _ => rfl) (fun _ _ _ _ => rfl)
  smul_mem' := by
    rintro z a ⟨ha, ha'⟩
    exact And.intro (fun l m n => by simp only [Pi.smul_apply, ha l m n])
      (fun l m n h => by simp only [Pi.smul_apply, ha' l m n h, smul_zero])
```

The linear map `restrictCoeffs w` forgets every coefficient except those with labels in `symmetricBasis w`.

```lean
/-- Keep only the coefficients whose labels satisfy `m ≤ n` and `l + m + n ≤ w`. -/
def restrictCoeffs (w : ℕ) :
    symmetricCoeffs w →ₗ[ℂ] ({t // t ∈ symmetricBasis w} → ℂ) where
  toFun c := fun t => c.1 t.1
  map_add' _ _ := rfl
  map_smul' _ _ := rfl
```

The Laguerre functions, the coordinates and the Hamiltonian do not appear in the code. A different model would take the span of the functions $\phi_{lmn}$ themselves, with exchange acting on their arguments. The dimension would be the same, but its proof would also need the linear independence of the Laguerre products, which coefficient arrays have built in.

## Problems

### (a) Membership without the box

**Task.** Show that a label is in the symmetric set exactly when $m\le n$ and $l+m+n\le w$.

**Solution.** The definition filters a finite box in which each index is at most $w$. Since the indices are non-negative, $l+m+n\le w$ already puts each of them in the box. After unfolding, `omega` settles these linear inequalities.

```lean
/-- A label belongs to the symmetric basis exactly when `m ≤ n` and `l + m + n ≤ w`. -/
theorem mem_symmetricBasis {w l m n : ℕ} :
    (l, m, n) ∈ symmetricBasis w ↔ m ≤ n ∧ l + m + n ≤ w := by
  simp only [symmetricBasis, mem_filter, mem_product, mem_range]
  omega
```

### (b) Pairs with $l=0$

**Task.** Show that $q(w)=\lfloor (w+2)^2/4\rfloor$.

**Solution.** Directly, $q(0)=1$ and $q(1)=2$, as the formula says. At order $w+2$, the pairs with $m=0$ have $n=0,\dots,w+2$, which makes $w+3$ of them. If $m\ge1$, then $n\ge1$ too, and lowering both indices by one gives a pair of order $w$. Hence
$$q(w+2)=q(w)+(w+3).$$
The formula obeys the same recursion, because $(w+4)^2=(w+2)^2+4(w+3)$ and adding a multiple of 4 before the division raises the floor by exactly $w+3$.

In the proof, `h` is the split into two families, `hd` says that they are disjoint, and `hi` and `hj` say that the relabellings lose no pairs.

```lean
/-- The number of exchange-symmetric labels with `l = 0` is `⌊(w + 2)² / 4⌋`. -/
theorem card_pairBasis : ∀ w : ℕ, (pairBasis w).card = (w + 2) ^ 2 / 4
  | 0 => by decide
  | 1 => by decide
  | w + 2 => by
    -- either m = 0, or both indices can be lowered by one
    have h : pairBasis (w + 2) = (pairBasis w).image (fun p => (p.1 + 1, p.2 + 1)) ∪
        (range (w + 3)).image (fun n => (0, n)) := by
      ext ⟨m, n⟩
      simp only [pairBasis, mem_union, mem_image, mem_filter, mem_product, mem_range,
        Prod.exists, Prod.mk.injEq]
      constructor
      · rintro ⟨_, h1, h2⟩
        rcases m with _ | m
        · exact Or.inr ⟨n, by omega, rfl, rfl⟩
        · exact Or.inl ⟨m, n - 1, by omega, rfl, by omega⟩
      · rintro (⟨a, b, h1, h3, h4⟩ | ⟨a, h1, h3, h4⟩) <;> omega
    have hd : Disjoint ((pairBasis w).image (fun p => (p.1 + 1, p.2 + 1)))
        ((range (w + 3)).image (fun n => (0, n))) := by
      refine Finset.disjoint_left.2 ?_
      rintro ⟨m, n⟩ h1 h2
      simp only [mem_image, Prod.exists, Prod.mk.injEq] at h1 h2
      obtain ⟨a, b, _, h3, _⟩ := h1
      obtain ⟨c, _, h4, _⟩ := h2
      omega
    have hi : Function.Injective (fun p : ℕ × ℕ => (p.1 + 1, p.2 + 1)) := by
      rintro ⟨a, b⟩ ⟨c, d⟩ h
      simp only [Prod.mk.injEq] at h ⊢
      omega
    have hj : Function.Injective (fun n : ℕ => ((0 : ℕ), n)) :=
      fun a b h => congrArg Prod.snd h
    rw [h, card_union_of_disjoint hd, card_image_of_injective _ hi,
      card_image_of_injective _ hj, card_range, card_pairBasis w]
    have e : (w + 2 + 2) ^ 2 = (w + 2) ^ 2 + 4 * (w + 3) := by ring
    omega
```

### (c) Raising the order by one

**Task.** Show that $S(w+1)=S(w)+\lfloor (w+3)^2/4\rfloor$.

**Solution.** If $l\ge1$, lower $l$ by one and obtain a label of order $w$. If $l=0$, what remains is a pair of order $w+1$, and by (b) there are $q(w+1)=\lfloor (w+3)^2/4\rfloor$ of these. The proof has the same four ingredients as in (b).

```lean
/-- Raising the order from `w` to `w + 1` adds `⌊(w + 3)² / 4⌋` exchange-symmetric labels. -/
theorem card_symmetricBasis_succ (w : ℕ) :
    (symmetricBasis (w + 1)).card = (symmetricBasis w).card + (w + 3) ^ 2 / 4 := by
  -- either l can be lowered by one, or l = 0
  have h : symmetricBasis (w + 1) = (symmetricBasis w).image (fun t => (t.1 + 1, t.2)) ∪
      (pairBasis (w + 1)).image (fun p => (0, p)) := by
    ext ⟨l, m, n⟩
    simp only [symmetricBasis, pairBasis, mem_union, mem_image, mem_filter, mem_product,
      mem_range, Prod.exists, Prod.mk.injEq]
    constructor
    · rintro ⟨_, h1, h2⟩
      rcases l with _ | l
      · exact Or.inr ⟨m, n, by omega, rfl, rfl, rfl⟩
      · exact Or.inl ⟨l, m, n, by omega, rfl, rfl, rfl⟩
    · rintro (⟨a, b, c, h1, h2, h3, h4⟩ | ⟨a, b, h1, h2, h3, h4⟩) <;> omega
  have hd : Disjoint ((symmetricBasis w).image (fun t => (t.1 + 1, t.2)))
      ((pairBasis (w + 1)).image (fun p => (0, p))) := by
    refine Finset.disjoint_left.2 ?_
    intro t h1 h2
    obtain ⟨a, _, ha⟩ := mem_image.1 h1
    obtain ⟨b, _, hb⟩ := mem_image.1 h2
    have e : a.1 + 1 = 0 := congrArg Prod.fst (ha.trans hb.symm)
    omega
  have hi : Function.Injective (fun t : ℕ × ℕ × ℕ => (t.1 + 1, t.2)) := by
    rintro ⟨a, b, c⟩ ⟨a', b', c'⟩ h
    simp only [Prod.mk.injEq] at h ⊢
    omega
  have hj : Function.Injective (fun p : ℕ × ℕ => ((0 : ℕ), p)) :=
    fun a b h => congrArg Prod.snd h
  rw [h, card_union_of_disjoint hd, card_image_of_injective _ hi,
    card_image_of_injective _ hj, card_pairBasis]
```

### (d) Two neighbouring quarter-squares

**Task.** Show that $\binom{w+3}{2}=q(w)+q(w+1)$, with $q$ given by the formula in (b).

**Solution.** For $w=0$ this reads $3=1+2$. For the induction step, Pascal's rule and the recursion in (b) give
$$\binom{w+4}{2}=(w+3)+\binom{w+3}{2}=(w+3)+q(w)+q(w+1)=q(w+1)+q(w+2).$$
In Lean, `p` is Pascal's rule and `e` is the identity between squares that carries the recursion.

```lean
/-- Two consecutive quarter-squares add up to a binomial coefficient. -/
theorem choose_two_eq_quarter_squares (w : ℕ) :
    (w + 3).choose 2 = (w + 2) ^ 2 / 4 + (w + 3) ^ 2 / 4 := by
  induction w with
  | zero => decide
  | succ w ih =>
    have p : (w + 1 + 3).choose 2 = (w + 3).choose 1 + (w + 3).choose 2 :=
      Nat.choose_succ_succ' (w + 3) 1
    rw [p, Nat.choose_one_right, ih]
    have e : (w + 1 + 3) ^ 2 = (w + 2) ^ 2 + 4 * (w + 3) := by ring
    have e' : (w + 1 + 2) ^ 2 = (w + 3) ^ 2 := by ring
    omega
```

### (e) The closed count

**Task.** Show that $2S(w)=\binom{w+3}{3}+\lfloor (w+2)^2/4\rfloor$.

**Solution.** For $w=0$ both sides are 2. Assuming the formula at $w$, parts (c) and (d) give
$$\begin{aligned}
2S(w+1)&=2S(w)+2q(w+1)\\
&=\binom{w+3}{3}+q(w)+2q(w+1)\\
&=\binom{w+3}{3}+\binom{w+3}{2}+q(w+1)\\
&=\binom{w+4}{3}+q(w+1).
\end{aligned}$$
The doubled form shows that the right-hand side is even, so halving it leaves no remainder. The facts `p` and `q` in the proof are Pascal's rule and part (d), and `omega` combines them with the induction hypothesis.

```lean
/-- Twice the number of exchange-symmetric labels of order `w` is
`C(w + 3, 3) + ⌊(w + 2)² / 4⌋`. -/
theorem two_mul_card_symmetricBasis (w : ℕ) :
    2 * (symmetricBasis w).card = (w + 3).choose 3 + (w + 2) ^ 2 / 4 := by
  induction w with
  | zero => decide
  | succ w ih =>
    have p : (w + 1 + 3).choose 3 = (w + 3).choose 2 + (w + 3).choose 3 :=
      Nat.choose_succ_succ' (w + 3) 2
    have q := choose_two_eq_quarter_squares w
    have e : (w + 1 + 2) ^ 2 = (w + 3) ^ 2 := by ring
    rw [card_symmetricBasis_succ, p, e]
    omega
```

### (f) Free coefficients

**Task.** Show that a symmetric array is determined by its coefficients on the labels with $m\le n$ and $l+m+n\le w$, and that these can be chosen freely.

**Solution.** Suppose two symmetric arrays agree on those labels. Above order $w$ both vanish, so they agree wherever $m\le n$. For $m>n$, symmetry carries the equality over.

Conversely, let values $f$ be given on the labels. Extend them by zero to an array $g$ and set
$$c_{lmn}=g_{l,\min(m,n),\max(m,n)}.$$
This is symmetric. It vanishes above order $w$, since sorting two indices keeps their sum, and it equals $f$ where $m\le n$. The two halves of the Lean proof are these two arguments, with `key` holding the case $m\le n$ of the first.

```lean
/-- A symmetric coefficient array of order `w` is fixed by, and can be freely prescribed on, the
labels with `m ≤ n` and `l + m + n ≤ w`. -/
theorem restrictCoeffs_bijective (w : ℕ) : Function.Bijective (restrictCoeffs w) := by
  constructor
  · rintro ⟨a, ha, ha'⟩ ⟨b, hb, hb'⟩ h
    have key : ∀ l m n, m ≤ n → a (l, m, n) = b (l, m, n) := by
      intro l m n hmn
      by_cases hw : l + m + n ≤ w
      · exact congrFun h ⟨(l, m, n), mem_symmetricBasis.2 ⟨hmn, hw⟩⟩
      · rw [ha' l m n (by omega), hb' l m n (by omega)]
    apply Subtype.ext
    funext ⟨l, m, n⟩
    rcases le_total m n with hmn | hmn
    · exact key l m n hmn
    · exact (ha l m n).symm.trans ((key l n m hmn).trans (hb l m n))
  · intro f
    -- extend f by zero, then read it at the ordered pair of indices
    obtain ⟨g, hg, hg0⟩ : ∃ g : ℕ × ℕ × ℕ → ℂ,
        (∀ t : {t // t ∈ symmetricBasis w}, g t.1 = f t) ∧
        ∀ t, t ∉ symmetricBasis w → g t = 0 :=
      ⟨fun t => if h : t ∈ symmetricBasis w then f ⟨t, h⟩ else 0,
        fun t => dif_pos t.2, fun t h => dif_neg h⟩
    refine ⟨⟨fun t => g (t.1, min t.2.1 t.2.2, max t.2.1 t.2.2),
      And.intro (fun l m n => ?_) (fun l m n h => ?_)⟩, ?_⟩
    · show g (l, min n m, max n m) = g (l, min m n, max m n)
      rw [min_comm n m, max_comm n m]
    · show g (l, min m n, max m n) = 0
      apply hg0
      rw [mem_symmetricBasis]
      omega
    · funext ⟨⟨l, m, n⟩, ht⟩
      have h := (mem_symmetricBasis.1 ht).1
      show g (l, min m n, max m n) = f ⟨(l, m, n), ht⟩
      rw [min_eq_left h, max_eq_right h]
      exact hg ⟨(l, m, n), ht⟩
```

### (g) The dimension

**Task.** Show that the dimension $d$ of the space of symmetric arrays satisfies $2d=\binom{w+3}{3}+\lfloor (w+2)^2/4\rfloor$.

**Solution.** By (f) the space is linearly isomorphic to the complex functions on a set of $S(w)$ labels, so $d=S(w)$, and (e) gives the value. Lean turns the bijective linear map into an equivalence and compares dimensions, written `Module.finrank ℂ`.

```lean
/-- **Pekeris basis dimension.** Twice the dimension of the space of exchange-symmetric
expansions of order `w` is `C(w + 3, 3) + ⌊(w + 2)² / 4⌋`. -/
theorem two_mul_finrank_symmetricCoeffs (w : ℕ) :
    2 * Module.finrank ℂ (symmetricCoeffs w) = (w + 3).choose 3 + (w + 2) ^ 2 / 4 := by
  rw [(LinearEquiv.ofBijective _ (restrictCoeffs_bijective w)).finrank_eq,
    Module.finrank_fintype_fun_eq_card, Fintype.card_coe, two_mul_card_symmetricBasis]
```

### (h) Order four

**Task.** Find the dimension for $w=4$.

**Solution.** Here $\binom73=35$ and $\lfloor 36/4\rfloor=9$, so $2d=44$ and $d=22$.

```lean
/-- At order `w = 4` the space of exchange-symmetric expansions has dimension 22. -/
theorem finrank_symmetricCoeffs_four : Module.finrank ℂ (symmetricCoeffs 4) = 22 := by
  have h := two_mul_finrank_symmetricCoeffs 4
  have hc : (4 + 3).choose 3 = 35 := by decide
  rw [hc] at h
  omega
```

### (i) From symmetric to antisymmetric labels

**Task.** Show that $A(w+1)=S(w)$.

**Solution.** If $m<n$ and $l+m+n\le w+1$, lowering $n$ by one gives $m\le n-1$ and a sum of at most $w$. Raising $n$ again undoes the step, so the two sets have equal size. The proof writes the antisymmetric set as the image of the symmetric one under this raising and checks that the map is injective.

```lean
/-- The antisymmetric basis of order `w + 1` has as many labels as the symmetric basis
of order `w`. -/
theorem card_antisymmetricBasis_succ (w : ℕ) :
    (antisymmetricBasis (w + 1)).card = (symmetricBasis w).card := by
  -- m < n allows n to be lowered by one
  have h : antisymmetricBasis (w + 1) =
      (symmetricBasis w).image (fun t => (t.1, t.2.1, t.2.2 + 1)) := by
    ext ⟨l, m, n⟩
    simp only [antisymmetricBasis, symmetricBasis, mem_image, mem_filter, mem_product,
      mem_range, Prod.exists, Prod.mk.injEq]
    constructor
    · rintro ⟨_, h1, h2⟩
      exact ⟨l, m, n - 1, by omega, rfl, rfl, by omega⟩
    · rintro ⟨a, b, c, h1, h2, h3, h4⟩
      omega
  rw [h]
  apply card_image_of_injective
  rintro ⟨a, b, c⟩ ⟨a', b', c'⟩ h
  simp only [Prod.mk.injEq] at h ⊢
  omega
```

### (j) The antisymmetric count

**Task.** Show that $2A(w)+\lfloor (w+2)^2/4\rfloor=\binom{w+3}{3}$.

**Solution.** For $w=0$ there is no label with $m<n$, and the equation reads $0+1=1$. At order $w+1$, parts (i), (e) and (d) give
$$2A(w+1)+q(w+1)=\binom{w+3}{3}+q(w)+q(w+1)=\binom{w+3}{3}+\binom{w+3}{2}=\binom{w+4}{3}.$$
Writing the quarter-square on the left avoids subtraction of natural numbers. The statement counts labels; the file defines no space of antisymmetric arrays to go with them.

```lean
/-- Twice the number of exchange-antisymmetric labels of order `w`, increased by
`⌊(w + 2)² / 4⌋`, is `C(w + 3, 3)`. -/
theorem two_mul_card_antisymmetricBasis (w : ℕ) :
    2 * (antisymmetricBasis w).card + (w + 2) ^ 2 / 4 = (w + 3).choose 3 := by
  rcases w with _ | w
  · decide
  · have p : (w + 1 + 3).choose 3 = (w + 3).choose 2 + (w + 3).choose 3 :=
      Nat.choose_succ_succ' (w + 3) 2
    have q := choose_two_eq_quarter_squares w
    have s := two_mul_card_symmetricBasis w
    have e : (w + 1 + 2) ^ 2 = (w + 3) ^ 2 := by ring
    rw [card_antisymmetricBasis_succ, p, e]
    omega

end

end PekerisBasis
```

```lean
#print axioms PekerisBasis.two_mul_card_symmetricBasis
#print axioms PekerisBasis.finrank_symmetricCoeffs_four
#print axioms PekerisBasis.two_mul_card_antisymmetricBasis
```

```
'PekerisBasis.two_mul_card_symmetricBasis' depends on axioms: [propext, Classical.choice, Quot.sound]
'PekerisBasis.finrank_symmetricCoeffs_four' depends on axioms: [propext, Classical.choice, Quot.sound]
'PekerisBasis.two_mul_card_antisymmetricBasis' depends on axioms: [propext, Classical.choice, Quot.sound]
```
